# The R⁻⁶ coefficient of the VV10 kernel does not depend on the damping parameter b

If the damping parameter of the VV10 functional also set the strength of the long-range attraction, every refit of that parameter would shift the dispersion coefficients of well-separated fragments. A value chosen to improve short-range behaviour would change the far tail as well, and a test of the tail would need a new reference value for each parametrisation. At fixed positive local frequencies the VV10 kernel between two points has no such dependence: its tail at large distance \(R\) is \(-C_6/R^6\), where \(C_6\) is the Casimir-Polder coefficient of two isotropic one-electron oscillators with these frequencies, for every value of the parameter.

## The tail limit and the undamped bound

Take two points at distance \(R\), in atomic units. Each has a local frequency, \(w\) or \(w'\), and a local damping strength, \(c\) or \(c'\). A global parameter \(b\) multiplies both damping strengths. The VV10 kernel is

\[
\Phi(R) = -\frac{3}{2\,g\,g'\,(g+g')},\qquad g = wR^2 + bc,\quad g' = w'R^2 + bc'.
\]

In VV10 the frequency \(w\) is computed from the density and its gradient, and \(c\) is the squared local Fermi velocity divided by the local plasma frequency. Neither contains \(b\).

An isotropic oscillator of frequency \(w\) has the polarisability \(1/(w^2+u^2)\) per electron at imaginary frequency \(iu\). With one electron at each point, the Casimir-Polder coefficient of the pair is

\[
C_6 = \frac{3}{\pi}\int_0^\infty \frac{du}{(w^2+u^2)(w'^2+u^2)} = \frac{3}{2ww'(w+w')}.
\]

For \(w, w' > 0\) and any real \(b, c, c'\),

\[
\lim_{R\to\infty} R^6\,\Phi(R) = -C_6 .
\]

If \(c, c', b\) and \(R\) are positive too, the kernel is weaker than its undamped tail at every distance:

\[
-\frac{C_6}{R^6} < \Phi(R).
\]

Moreover, raising \(b\) from any nonnegative value strictly raises \(\Phi(R)\), which means that it weakens the attraction. The parameter therefore acts at every finite distance, but its effect disappears from \(R^6\Phi\) in the limit.

## Tail tests and cutoffs in a VV10 implementation

The limit gives a kernel routine a reference value that needs no quadrature. With \(w = w' = 1\), the product \(R^6\Phi(R)\) must approach \(-3/4\) whatever \(b\) is. A wrong numerical prefactor shows up as a wrong plateau. If \(g\), \(g'\) or \(g+g'\) is missing from the denominator, there is no plateau at all, because \(R^6\Phi(R)\) then grows in magnitude like \(R^2\).

The tolerance of such a test should allow for the approach to the plateau. Expanding to first order in \(1/R^2\) gives

\[
R^6\Phi(R) + C_6 \approx \frac{C_6\,b}{R^2}\left(\frac{c}{w}+\frac{c'}{w'}+\frac{c+c'}{w+w'}\right),
\]

an estimate made by hand, since the Lean file below establishes the limit without a rate.

The bound is useful for real-space cutoffs. The pair term of the VV10 energy is \(\tfrac12\iint n(\mathbf r)\,\Phi\,n(\mathbf r')\), with \(n\) the electron density. For positive parameters \(\Phi\) is negative, so its magnitude is below \(C_6/R^6\). The part discarded beyond a cutoff is then no larger in magnitude than the same integral with \(C_6/R^6\) in place of \(|\Phi|\), where \(C_6\) is evaluated for each pair of points.

## Frequency integral, rescaling and comparison

**The integral for different frequencies.** When \(w \ne w'\), partial fractions give

\[
\frac{1}{(w^2+u^2)(w'^2+u^2)} = \frac{1}{w'^2-w^2}\left(\frac{1}{w^2+u^2}-\frac{1}{w'^2+u^2}\right).
\]

An antiderivative of \(1/(a^2+u^2)\) is \(\arctan(u/a)/a\), which is zero at \(u=0\) and tends to \(\pi/(2a)\) as \(u\to\infty\). Hence

\[
\int_0^\infty \frac{du}{(w^2+u^2)(w'^2+u^2)}
= \frac{\pi}{2}\,\frac{1/w-1/w'}{w'^2-w^2}
= \frac{\pi}{2}\,\frac{w'-w}{ww'(w'-w)(w'+w)}
= \frac{\pi}{2ww'(w+w')}.
\]

**The integral for equal frequencies.** The partial fractions break down when \(w = w'\), so another antiderivative is needed:

\[
F(u) = \frac{1}{2w^2}\left(\frac{u}{w^2+u^2}+\frac{\arctan(u/w)}{w}\right).
\]

Its derivative is

\[
F'(u) = \frac{1}{2w^2}\left(\frac{w^2-u^2}{(w^2+u^2)^2}+\frac{1}{w^2+u^2}\right) = \frac{1}{(w^2+u^2)^2}.
\]

Since \(F(0)=0\) and \(F(u)\to\pi/(4w^3)\), the formula for different frequencies holds here as well. Multiplying by \(3/\pi\) gives \(C_6 = 3/(2ww'(w+w'))\) in both cases.

**The limit.** Put \(s = 1/R^2\). Then \(g = R^2(w+bcs)\) and \(g' = R^2(w'+bc's)\), so the denominator of \(\Phi\) contains a factor \(R^6\), and

\[
R^6\Phi(R) = -\frac{3}{D(s)},\qquad
D(s) = 2(w+bcs)(w'+bc's)\bigl((w+bcs)+(w'+bc's)\bigr).
\]

As \(R\to\infty\), \(s\to0\). The polynomial \(D\) is continuous, and \(D(0)=2ww'(w+w')\) is positive. The limit is therefore \(-3/D(0) = -C_6\). Every occurrence of \(b\) in \(D\) is multiplied by \(s\), which is why \(b\) drops out.

**The bound.** Let \(w, w', c, c', R\) be positive and \(0\le b_1<b_2\). Going from \(b_1\) to \(b_2\) increases both \(g\) and \(g'\), which are already positive. The denominator \(2gg'(g+g')\) increases, its reciprocal decreases, and the minus sign turns this into an increase of \(\Phi\). At \(b=0\) the kernel equals \(-C_6/R^6\) exactly, so taking \(b_1=0\) gives the bound.

## The Lean file

```lean
import Mathlib

open Filter Topology MeasureTheory Set

namespace VV10Asymptotics

noncomputable section

/-- Response per electron, at imaginary frequency `iu`, of an oscillator of frequency `w`
(atomic units); the domain is `w ^ 2 + u ^ 2 ≠ 0`. -/
def response (w u : ℝ) : ℝ := 1 / (w ^ 2 + u ^ 2)

/-- The Casimir-Polder coefficient of two oscillators: `3/π` times the integral of the product
of their responses over positive imaginary frequencies, for nonzero `w` and `w'`. -/
def casimirPolder (w w' : ℝ) : ℝ :=
  3 / Real.pi * ∫ u in Ioi (0 : ℝ), response w u * response w' u

/-- The VV10 function `g = w R² + b c` of one point, with local frequency `w`, local
damping strength `c` and global parameter `b`. -/
def localG (b w c R : ℝ) : ℝ := w * R ^ 2 + b * c

/-- The VV10 kernel `-3 / (2 g g' (g + g'))`, on the domain where `g`, `g'` and `g + g'`
are nonzero. -/
def kernel (b w c w' c' R : ℝ) : ℝ :=
  -3 / (2 * localG b w c R * localG b w' c' R * (localG b w c R + localG b w' c' R))

/-- The denominator of the VV10 kernel divided by `R⁶`, as a function of `s = 1/R²`. -/
def scaledDenom (b w c w' c' s : ℝ) : ℝ :=
  2 * (w + b * c * s) * (w' + b * c' * s) * ((w + b * c * s) + (w' + b * c' * s))

/-- For `a > 0`, the function `arctan (u/a) / a` is an antiderivative of the oscillator
response. -/
theorem hasDerivAt_arctan_response {a : ℝ} (ha : 0 < a) (u : ℝ) :
    HasDerivAt (fun v : ℝ => Real.arctan (v / a) / a) (response a u) u := by
  have h := ((hasDerivAt_id' u).div_const a).arctan.div_const a
  refine h.congr_deriv ?_
  have h2 : a ^ 2 + u ^ 2 ≠ 0 := by positivity
  have e : 1 + (u / a) ^ 2 = (a ^ 2 + u ^ 2) / a ^ 2 := by field_simp
  rw [e]
  unfold response
  field_simp

/-- For positive frequencies, equal or not, the integral of the product of two oscillator
responses over positive imaginary frequencies is `π / (2 w w' (w + w'))`. -/
theorem integral_response {w w' : ℝ} (hw : 0 < w) (hw' : 0 < w') :
    ∫ u in Ioi (0 : ℝ), response w u * response w' u
      = Real.pi / (2 * w * w' * (w + w')) := by
  have hpos : ∀ u : ℝ, 0 ≤ response w u * response w' u := by
    intro u
    unfold response
    positivity
  have hlim : ∀ a : ℝ, 0 < a →
      Tendsto (fun u : ℝ => Real.arctan (u / a) / a) atTop (𝓝 (Real.pi / 2 / a)) := by
    intro a ha
    have h1 : Tendsto Real.arctan atTop (𝓝 (Real.pi / 2)) :=
      Real.tendsto_arctan_atTop.mono_right nhdsWithin_le_nhds
    exact (h1.comp (tendsto_id.atTop_div_const ha)).div_const a
  rcases eq_or_ne w w' with rfl | hne
  · -- equal frequencies: the antiderivative has an additional rational term
    have hF : ∀ u : ℝ, HasDerivAt
        (fun v : ℝ => (v / (w ^ 2 + v ^ 2) + Real.arctan (v / w) / w) / (2 * w ^ 2))
        (response w u * response w u) u := by
      intro u
      have hX : w ^ 2 + u ^ 2 ≠ 0 := by positivity
      have hq : HasDerivAt (fun v : ℝ => w ^ 2 + v ^ 2) (2 * u) u :=
        ((hasDerivAt_pow 2 u).const_add (w ^ 2)).congr_deriv (by norm_num)
      refine ((((hasDerivAt_id' u).fun_div hq hX).fun_add
        (hasDerivAt_arctan_response hw u)).div_const (2 * w ^ 2)).congr_deriv ?_
      unfold response
      field_simp
      ring
    have h0 : Tendsto (fun u : ℝ => u / (w ^ 2 + u ^ 2)) atTop (𝓝 0) := by
      refine squeeze_zero' ?_ ?_ tendsto_inv_atTop_zero
      · filter_upwards [eventually_gt_atTop (0 : ℝ)] with u hu
        positivity
      · filter_upwards [eventually_gt_atTop (0 : ℝ)] with u hu
        rw [inv_eq_one_div, div_le_div_iff₀ (by positivity) hu]
        nlinarith [sq_nonneg w]
    rw [integral_Ioi_of_hasDerivAt_of_nonneg' (fun u _ => hF u) (fun u _ => hpos u)
      ((h0.add (hlim w hw)).div_const (2 * w ^ 2))]
    simp only [zero_div, Real.arctan_zero, add_zero, zero_add, sub_zero]
    field_simp
    ring
  · -- different frequencies: partial fractions
    have hd : w' ^ 2 - w ^ 2 ≠ 0 := by
      have h1 : w' - w ≠ 0 := sub_ne_zero.mpr hne.symm
      have h2 : w' + w ≠ 0 := by positivity
      have h3 : w' ^ 2 - w ^ 2 = (w' - w) * (w' + w) := by ring
      rw [h3]
      exact mul_ne_zero h1 h2
    have hF : ∀ u : ℝ, HasDerivAt
        (fun v : ℝ => (Real.arctan (v / w) / w - Real.arctan (v / w') / w')
          / (w' ^ 2 - w ^ 2))
        (response w u * response w' u) u := by
      intro u
      refine (((hasDerivAt_arctan_response hw u).fun_sub
        (hasDerivAt_arctan_response hw' u)).div_const _).congr_deriv ?_
      have hX : (w ^ 2 + u ^ 2) * (1 / (w ^ 2 + u ^ 2)) = 1 :=
        mul_one_div_cancel (by positivity)
      have hY : (w' ^ 2 + u ^ 2) * (1 / (w' ^ 2 + u ^ 2)) = 1 :=
        mul_one_div_cancel (by positivity)
      rw [div_eq_iff hd]
      unfold response
      linear_combination (-(1 / (w ^ 2 + u ^ 2))) * hY + (1 / (w' ^ 2 + u ^ 2)) * hX
    rw [integral_Ioi_of_hasDerivAt_of_nonneg' (fun u _ => hF u) (fun u _ => hpos u)
      (((hlim w hw).sub (hlim w' hw')).div_const _)]
    simp only [zero_div, Real.arctan_zero, sub_zero]
    rw [div_eq_iff hd]
    field_simp
    ring

/-- For positive frequencies the Casimir-Polder coefficient is `3 / (2 w w' (w + w'))`. -/
theorem casimirPolder_eq {w w' : ℝ} (hw : 0 < w) (hw' : 0 < w') :
    casimirPolder w w' = 3 / (2 * w * w' * (w + w')) := by
  have hpi : Real.pi ≠ 0 := Real.pi_ne_zero
  rw [casimirPolder, integral_response hw hw']
  field_simp

/-- At nonzero distance, `R⁶` times the VV10 kernel equals `-3` divided by `scaledDenom` at
`s = 1/R²`. -/
theorem kernel_scaled (b w c w' c' : ℝ) {R : ℝ} (hR : R ≠ 0) :
    R ^ 6 * kernel b w c w' c' R = -3 / scaledDenom b w c w' c' (R ^ 2)⁻¹ := by
  have hs : R ^ 2 * (R ^ 2)⁻¹ = 1 := mul_inv_cancel₀ (pow_ne_zero 2 hR)
  have e : ∀ x y : ℝ, localG b x y R = R ^ 2 * (x + b * y * (R ^ 2)⁻¹) := by
    intro x y
    unfold localG
    linear_combination (-(b * y)) * hs
  unfold kernel scaledDenom
  rw [e w c, e w' c']
  generalize w + b * c * (R ^ 2)⁻¹ = A
  generalize w' + b * c' * (R ^ 2)⁻¹ = B
  have h : 2 * (R ^ 2 * A) * (R ^ 2 * B) * (R ^ 2 * A + R ^ 2 * B)
      = R ^ 6 * (2 * A * B * (A + B)) := by ring
  rw [h, ← mul_div_assoc, mul_div_mul_left _ _ (pow_ne_zero 6 hR)]

/-- `1/R²` vanishes at large distance. -/
theorem tendsto_inv_sq : Tendsto (fun R : ℝ => (R ^ 2)⁻¹) atTop (𝓝 0) :=
  tendsto_inv_atTop_zero.comp (tendsto_pow_atTop two_ne_zero)

/-- For positive local frequencies and any real `b`, `c`, `c'`, the VV10 kernel times `R⁶`
tends at large distance to minus the Casimir-Polder coefficient. -/
theorem kernel_tendsto_casimirPolder {w w' : ℝ} (hw : 0 < w) (hw' : 0 < w') (b c c' : ℝ) :
    Tendsto (fun R : ℝ => R ^ 6 * kernel b w c w' c' R) atTop
      (𝓝 (-casimirPolder w w')) := by
  have hc : ContinuousAt (fun s : ℝ => -3 / scaledDenom b w c w' c' s) 0 := by
    unfold scaledDenom
    refine ContinuousAt.div (by fun_prop) (by fun_prop) ?_
    simp only [mul_zero, add_zero]
    positivity
  have h := hc.tendsto.comp tendsto_inv_sq
  have h0 : -3 / scaledDenom b w c w' c' 0 = -casimirPolder w w' := by
    rw [casimirPolder_eq hw hw', ← neg_div]
    simp only [scaledDenom, mul_zero, add_zero]
  rw [h0] at h
  refine h.congr' ?_
  filter_upwards [eventually_gt_atTop (0 : ℝ)] with R hR
  exact (kernel_scaled b w c w' c' hR.ne').symm


/-- For positive `w`, `w'`, `c`, `c'` and `R`, raising the parameter from `b₁ ≥ 0` to a larger
`b₂` strictly raises the VV10 kernel. -/
theorem kernel_lt_of_lt {w w' c c' R b₁ b₂ : ℝ} (hw : 0 < w) (hw' : 0 < w') (hc : 0 < c)
    (hc' : 0 < c') (hR : 0 < R) (hb : 0 ≤ b₁) (hlt : b₁ < b₂) :
    kernel b₁ w c w' c' R < kernel b₂ w c w' c' R := by
  have hg : 0 < localG b₁ w c R := by unfold localG; positivity
  have hg' : 0 < localG b₁ w' c' R := by unfold localG; positivity
  have h : localG b₁ w c R < localG b₂ w c R := by
    unfold localG
    linarith [mul_lt_mul_of_pos_right hlt hc]
  have h' : localG b₁ w' c' R < localG b₂ w' c' R := by
    unfold localG
    linarith [mul_lt_mul_of_pos_right hlt hc']
  unfold kernel
  rw [neg_div, neg_div, neg_lt_neg_iff]
  refine div_lt_div_of_pos_left (by norm_num) (by positivity) ?_
  exact mul_lt_mul'' (mul_lt_mul'' (by linarith) h' (by positivity) hg'.le)
    (add_lt_add h h') (by positivity) (by positivity)

/-- For positive `w`, `w'`, `c`, `c'`, `b` and `R`, the VV10 kernel lies strictly above the
undamped Casimir-Polder law `-C6/R⁶`. -/
theorem undamped_lt_kernel {w w' c c' R b : ℝ} (hw : 0 < w) (hw' : 0 < w') (hc : 0 < c)
    (hc' : 0 < c') (hR : 0 < R) (hb : 0 < b) :
    -casimirPolder w w' / R ^ 6 < kernel b w c w' c' R := by
  -- the undamped law is the kernel at `b = 0`
  have e : kernel 0 w c w' c' R = -casimirPolder w w' / R ^ 6 := by
    rw [eq_div_iff (pow_ne_zero 6 hR.ne'), mul_comm, kernel_scaled 0 w c w' c' hR.ne',
      casimirPolder_eq hw hw', ← neg_div]
    simp only [scaledDenom, zero_mul, add_zero]
  rw [← e]
  exact kernel_lt_of_lt hw hw' hc hc' hR le_rfl hb

end

end VV10Asymptotics
```

```lean
#print axioms VV10Asymptotics.kernel_tendsto_casimirPolder
#print axioms VV10Asymptotics.kernel_lt_of_lt
#print axioms VV10Asymptotics.undamped_lt_kernel
```

```
'VV10Asymptotics.kernel_tendsto_casimirPolder' depends on axioms: [propext, Classical.choice, Quot.sound]
'VV10Asymptotics.kernel_lt_of_lt' depends on axioms: [propext, Classical.choice, Quot.sound]
'VV10Asymptotics.undamped_lt_kernel' depends on axioms: [propext, Classical.choice, Quot.sound]
```

## How the lemmas carry the argument

`hasDerivAt_arctan_response` differentiates \(\arctan(u/a)/a\). `integral_response` then splits into equal and different frequencies and checks the two antiderivatives given above. In the second case, `linear_combination` verifies the partial fractions. Both cases use `integral_Ioi_of_hasDerivAt_of_nonneg'`, which obtains the improper integral from an antiderivative, its limit at infinity and the nonnegativity of the integrand. `casimirPolder_eq` multiplies the result by \(3/\pi\).

`kernel_scaled` is the extraction of \(R^6\), valid for \(R\ne0\), and `scaledDenom` is \(D(s)\). `tendsto_inv_sq` says that \(1/R^2\to0\). In `kernel_tendsto_casimirPolder`, continuity of \(-3/D(s)\) at zero is composed with that limit. The last step replaces the rescaled expression by the kernel itself, using that the two agree for all \(R>0\).

`kernel_lt_of_lt` compares the two denominators factor by factor. `undamped_lt_kernel` identifies the undamped law with the kernel at `b = 0` and applies that comparison.

## Two points with given frequencies: hypotheses and reach

The definitions follow the physics directly. `response w u` is the polarisability per electron of an oscillator of frequency \(w\) at imaginary frequency \(iu\). `casimirPolder w w'` is defined by the frequency integral, so the closed form is a theorem and not a convention. `localG` is \(g\), and `kernel b w c w' c' R` is \(\Phi(R)\) with its negative sign. All quantities are real numbers.

Three theorems carry the claims:

- `kernel_tendsto_casimirPolder` states that \(R^6\Phi(R)\) tends to \(-C_6\) as \(R\) grows without bound (`atTop`). It needs only `0 < w` and `0 < w'`. If \(bc\) or \(bc'\) is negative, the denominator can vanish at some finite distance, but this does not affect the limit.
- `kernel_lt_of_lt` states the strict increase in the parameter. It needs positive frequencies, damping strengths and distance, together with `0 ≤ b₁` and `b₁ < b₂`.
- `undamped_lt_kernel` states the strict bound by the undamped law, with `b` positive as well.

The frequencies and damping strengths are inputs. The file does not construct them from a density, and it does not derive the VV10 kernel from response theory. The independence from \(b\) holds at fixed \(w\) and \(w'\): a parameter that enters the local frequencies can change \(C_6\).

The theorems concern one pair of points. They do not carry the limit through the double integral over the density, so they say nothing about the accuracy of molecular dispersion coefficients. The rVV10 kernel is a different function of the local quantities and is not treated. Neither are interpolation tables, integration grids or floating-point rounding, so an implementation still needs numerical tests of its own.
